# In the cubic Dirac model, the product of occupied parities, one per Kramers pair at the eight invariant momenta, is $-1$ exactly when $1<|M|<3$

Let $k=(k_0,k_1,k_2)$ be a crystal momentum on a simple cubic lattice with unit lattice constant, and let $M$ be a real parameter. Energies are in units of the hopping scale.

```lean
import Mathlib

open Matrix

namespace CubicDiracInsulator

noncomputable section
```

The Dirac mass and the squared band energy are $m(k)=M-\sum_i\cos k_i$ and $E(k)^2=\sum_i\sin^2k_i+m(k)^2$.

```lean
/-- The Dirac mass `M - ∑ cos k_i` at crystal momentum `k`. -/
def mass (M : ℝ) (k : Fin 3 → ℝ) : ℝ := M - ∑ i, Real.cos (k i)

/-- The squared band energy `∑ sin² k_i + (M - ∑ cos k_i)²`. -/
def energySq (M : ℝ) (k : Fin 3 → ℝ) : ℝ := ∑ i, Real.sin (k i) ^ 2 + mass M k ^ 2
```

The basis consists of two orbitals, each with two spin states. With $s_i=\sin k_i$ and $S=s_0\sigma_x+s_1\sigma_y+s_2\sigma_z$, where the $\sigma$ are Pauli matrices, the Hamiltonian in $2\times2$ blocks is
$$H(k)=\begin{pmatrix} m & S\\ S & -m\end{pmatrix}.$$

```lean
/-- The four-band Dirac matrix with momentum components `x, y, z` and mass `m`. -/
def diracMatrix (x y z m : ℝ) : Matrix (Fin 4) (Fin 4) ℂ :=
  !![(m : ℂ), 0, z, x - y * Complex.I;
     0, m, x + y * Complex.I, -z;
     z, x - y * Complex.I, -m, 0;
     x + y * Complex.I, -z, 0, -m]

/-- The Bloch Hamiltonian of the cubic Dirac model. -/
def hamiltonian (M : ℝ) (k : Fin 3 → ℝ) : Matrix (Fin 4) (Fin 4) ℂ :=
  diracMatrix (Real.sin (k 0)) (Real.sin (k 1)) (Real.sin (k 2)) (mass M k)
```

Inversion is $P=\mathrm{diag}(1,1,-1,-1)$, so the orbitals have opposite parity. Time reversal is complex conjugation followed by the matrix $T$, which has $i\sigma_y$ in each diagonal block.

```lean
/-- The inversion operator: the two orbitals have opposite parity. -/
def parity : Matrix (Fin 4) (Fin 4) ℂ :=
  !![1, 0, 0, 0; 0, 1, 0, 0; 0, 0, -1, 0; 0, 0, 0, -1]

/-- The matrix part of time reversal, which acts as this matrix after complex conjugation. -/
def timeReversal : Matrix (Fin 4) (Fin 4) ℂ :=
  !![0, 1, 0, 0; -1, 0, 0, 0; 0, 0, 0, 1; 0, 0, -1, 0]
```

The eight invariant momenta are labelled by $n=(n_0,n_1,n_2)$ with $n_i\in\{0,1\}$ and $k_i=n_i\pi$. In Lean the three labels are `n.1`, `n.2.1` and `n.2.2`.

```lean
/-- The eight invariant momenta, with each component equal to `0` or `π`. -/
def trim (n : Fin 2 × Fin 2 × Fin 2) : Fin 3 → ℝ :=
  ![((n.1 : ℕ) : ℝ) * Real.pi, ((n.2.1 : ℕ) : ℝ) * Real.pi, ((n.2.2 : ℕ) : ℝ) * Real.pi]
```

Zero energy is the Fermi level, so the lower two of the four bands are filled. Write $\delta_n=-\operatorname{sgn}m$ for the sign assigned to invariant momentum $n$; it takes values in `SignType`, that is $-1$, $0$ or $1$.

```lean
/-- The sign opposite to that of the mass at an invariant momentum (zero if the mass vanishes). -/
def occupiedParity (M : ℝ) (n : Fin 2 × Fin 2 × Fin 2) : SignType :=
  SignType.sign (-mass M (trim n))
```

The $\mathbb Z_2$ indices are taken here in their Fu–Kane form: the strong sign is the product of all eight $\delta_n$, and the weak signs are the products over the faces $k_i=\pi$. Each Kramers pair contributes one factor. The equivalence of this form with a definition through Bloch wavefunctions is an outside input.

## The Dirac form of the Hamiltonian

The model is non-interacting and translation invariant, and its mass and momentum terms anticommute. Since $S^2=\sum_i s_i^2$, the diagonal blocks of $H^2$ are $m^2+S^2=E^2$, and the off-diagonal blocks $mS-Sm$ vanish. Hence $H^2=E^2\,\mathbf 1$. As $H$ is Hermitian and traceless, its levels are $\pm E$, each doubly degenerate when $E>0$.

The Lean proof compares the sixteen matrix entries, using $i^2=-1$ where needed.

```lean
/-- The Hamiltonian squares to the squared band energy times the identity. -/
theorem hamiltonian_sq (M : ℝ) (k : Fin 3 → ℝ) :
    hamiltonian M k * hamiltonian M k = (energySq M k : ℂ) • 1 := by
  rw [hamiltonian, energySq, Fin.sum_univ_three]
  generalize Real.sin (k 0) = x
  generalize Real.sin (k 1) = y
  generalize Real.sin (k 2) = z
  generalize mass M k = m
  ext i j
  fin_cases i <;> fin_cases j <;>
    simp [diracMatrix, Matrix.mul_apply, Fin.sum_univ_four] <;>
    first | ring1 | linear_combination (-(y : ℂ) ^ 2) * Complex.I_sq
```

Under $k\to-k$ the sines change sign and the mass does not. Conjugation by $P$ flips the off-diagonal blocks, and $(i\sigma_y)\sigma^*(i\sigma_y)^{-1}=-\sigma$, so both symmetries carry $H(k)$ to $H(-k)$. Also $TT^*=-1$, as for spin-½ electrons. The proof first writes $H(-k)$ with the sines negated and the mass unchanged (`hneg`), then checks entries.

```lean
/-- Inversion and time reversal both carry the Hamiltonian at `k` to that at `-k`,
and time reversal squares to `-1`. -/
theorem symmetries (M : ℝ) (k : Fin 3 → ℝ) :
    parity * hamiltonian M k = hamiltonian M (-k) * parity ∧
    timeReversal * (hamiltonian M k).map (starRingEnd ℂ)
      = hamiltonian M (-k) * timeReversal ∧
    timeReversal * timeReversal.map (starRingEnd ℂ) = -1 := by
  -- the sines are odd and the mass is even in k
  have hneg : hamiltonian M (-k) = diracMatrix (-Real.sin (k 0)) (-Real.sin (k 1))
      (-Real.sin (k 2)) (mass M k) := by
    simp [hamiltonian, mass]
  rw [hneg, hamiltonian]
  generalize Real.sin (k 0) = x
  generalize Real.sin (k 1) = y
  generalize Real.sin (k 2) = z
  generalize mass M k = m
  refine ⟨?_, ?_, ?_⟩ <;> ext i j <;> fin_cases i <;> fin_cases j <;>
    simp [diracMatrix, parity, timeReversal, Matrix.mul_apply, Fin.sum_univ_four] <;> ring
```

## Momenta with every component $0$ or $\pi$

These momenta equal their own negatives up to a reciprocal lattice vector. There $\cos(n_i\pi)=1-2n_i$, so
$$m=M-3+2(n_0+n_1+n_2).$$
The proof checks the cosine for both values of $n_i$ and sums.

```lean
/-- At an invariant momentum the mass is `M - 3` plus twice the number of components
equal to `π`. -/
theorem mass_trim (M : ℝ) (n : Fin 2 × Fin 2 × Fin 2) :
    mass M (trim n) =
      M - 3 + 2 * (((n.1 : ℕ) : ℝ) + ((n.2.1 : ℕ) : ℝ) + ((n.2.2 : ℕ) : ℝ)) := by
  have h : ∀ a : Fin 2, Real.cos (((a : ℕ) : ℝ) * Real.pi) = 1 - 2 * ((a : ℕ) : ℝ) :=
    Fin.forall_fin_two.mpr ⟨by norm_num, by norm_num⟩
  have e0 : Real.cos (trim n 0) = 1 - 2 * ((n.1 : ℕ) : ℝ) := h n.1
  have e1 : Real.cos (trim n 1) = 1 - 2 * ((n.2.1 : ℕ) : ℝ) := h n.2.1
  have e2 : Real.cos (trim n 2) = 1 - 2 * ((n.2.2 : ℕ) : ℝ) := h n.2.2
  rw [mass, Fin.sum_univ_three, e0, e1, e2]
  ring
```

The sines vanish, so $S=0$ and $H=mP$. At a momentum where some sine is non-zero, $S\ne0$ and $H$ is no longer a multiple of $P$.

```lean
/-- At an invariant momentum the Hamiltonian is the mass times the inversion operator. -/
theorem hamiltonian_trim (M : ℝ) (n : Fin 2 × Fin 2 × Fin 2) :
    hamiltonian M (trim n) = (mass M (trim n) : ℂ) • parity := by
  have h0 : Real.sin (trim n 0) = 0 := Real.sin_nat_mul_pi _
  have h1 : Real.sin (trim n 1) = 0 := Real.sin_nat_mul_pi _
  have h2 : Real.sin (trim n 2) = 0 := Real.sin_nat_mul_pi _
  rw [hamiltonian, h0, h1, h2]
  generalize mass M (trim n) = m
  ext i j
  fin_cases i <;> fin_cases j <;> simp [diracMatrix, parity]
```

## An occupied state at non-zero mass

The hypothesis `hv` says that $v$, if non-zero, is an occupied state with energy $-|m|$ (the zero vector satisfies the theorem trivially); `hm` says that the gap is open at this momentum. By hand, $mPv=-|m|v$, and division by $m$ gives $Pv=-\operatorname{sgn}(m)\,v=\delta_n v$. The proof splits on the sign of $m$ and cancels the factor $m$ by `smul_right_injective`.

Without `hv`, a non-zero state of energy $+|m|$ would be allowed, and it has the opposite parity. Without `hm`, the case $m=0$ gives $H=0$ and $\delta_n=0$; every $v$ then satisfies `hv`, but $Pv=0$ fails for $v\neq0$.

```lean
/-- At an invariant momentum with non-zero mass, every state of energy `-|mass|` has
inversion eigenvalue `occupiedParity`. -/
theorem parity_of_occupied (M : ℝ) (n : Fin 2 × Fin 2 × Fin 2) (v : Fin 4 → ℂ)
    (hm : mass M (trim n) ≠ 0)
    (hv : hamiltonian M (trim n) *ᵥ v = ((-|mass M (trim n)| : ℝ) : ℂ) • v) :
    parity *ᵥ v = (occupiedParity M n : ℂ) • v := by
  have hc : (mass M (trim n) : ℂ) ≠ 0 := by exact_mod_cast hm
  rw [hamiltonian_trim, Matrix.smul_mulVec] at hv
  rcases lt_or_gt_of_ne hm with h | h
  · have hs : occupiedParity M n = 1 := sign_eq_one_iff.mpr (neg_pos.mpr h)
    rw [abs_of_neg h] at hv
    rw [hs]
    refine smul_right_injective _ hc ?_
    simpa using hv
  · have hs : occupiedParity M n = -1 := sign_eq_neg_one_iff.mpr (neg_lt_zero.mpr h)
    rw [abs_of_pos h] at hv
    rw [hs]
    refine smul_right_injective _ hc ?_
    simpa using hv
```

## A zero-energy vector that is not zero

A gap closing requires an actual state at the Fermi level, hence `v ≠ 0`. If $Hv=0$, then $E^2v=H^2v=0$, and $v\neq0$ forces $E^2=0$. This sum of squares vanishes only if every sine and the mass vanish. Each cosine is then $\pm1$, and $M=\sum_i\cos k_i$ is $\pm1$ or $\pm3$.

Conversely, for $M=3,1,-1,-3$ the mass vanishes at an invariant momentum with respectively $0,1,2,3$ components equal to $\pi$. There $H=0$, and any non-zero vector is a zero mode. The proof uses the all-ones vector, which is $\tfrac12(1,1,1,1)$ when normalised.

The condition enters the proof at `resolve_right hv0`. Without it, the zero vector would make the left side true for every $M$.

```lean
/-- A zero-energy state exists at some momentum exactly when `M` is `±1` or `±3`. -/
theorem gap_closes_iff (M : ℝ) :
    (∃ (k : Fin 3 → ℝ) (v : Fin 4 → ℂ), v ≠ 0 ∧ hamiltonian M k *ᵥ v = 0) ↔
      M = 1 ∨ M = -1 ∨ M = 3 ∨ M = -3 := by
  constructor
  · rintro ⟨k, v, hv0, hv⟩
    -- a zero mode forces the squared energy to vanish
    have hz : (energySq M k : ℂ) • v = 0 := by
      calc (energySq M k : ℂ) • v = (hamiltonian M k * hamiltonian M k) *ᵥ v := by
            rw [hamiltonian_sq, Matrix.smul_mulVec, Matrix.one_mulVec]
        _ = 0 := by rw [← Matrix.mulVec_mulVec, hv, Matrix.mulVec_zero]
    have hE : energySq M k = 0 := by
      exact_mod_cast (smul_eq_zero.mp hz).resolve_right hv0
    rw [energySq, Fin.sum_univ_three] at hE
    have a0 := sq_nonneg (Real.sin (k 0))
    have a1 := sq_nonneg (Real.sin (k 1))
    have a2 := sq_nonneg (Real.sin (k 2))
    have a3 := sq_nonneg (mass M k)
    have s0 : Real.sin (k 0) = 0 := (pow_eq_zero_iff two_ne_zero).mp (by linarith)
    have s1 : Real.sin (k 1) = 0 := (pow_eq_zero_iff two_ne_zero).mp (by linarith)
    have s2 : Real.sin (k 2) = 0 := (pow_eq_zero_iff two_ne_zero).mp (by linarith)
    have hm : mass M k = 0 := (pow_eq_zero_iff two_ne_zero).mp (by linarith)
    rw [mass, Fin.sum_univ_three] at hm
    have hM : M = Real.cos (k 0) + Real.cos (k 1) + Real.cos (k 2) := by linarith
    -- each cosine is now 1 or -1
    rcases Real.sin_eq_zero_iff_cos_eq.mp s0 with h0 | h0 <;>
      rcases Real.sin_eq_zero_iff_cos_eq.mp s1 with h1 | h1 <;>
      rcases Real.sin_eq_zero_iff_cos_eq.mp s2 with h2 | h2 <;>
      rw [h0, h1, h2] at hM <;> norm_num [hM]
  · intro h
    have key : ∀ n, mass M (trim n) = 0 →
        ∃ (k : Fin 3 → ℝ) (v : Fin 4 → ℂ), v ≠ 0 ∧ hamiltonian M k *ᵥ v = 0 := by
      intro n hn
      refine ⟨trim n, fun _ => 1, fun hv => ?_, ?_⟩
      · simpa using congrFun hv 0
      · rw [hamiltonian_trim, hn]
        simp
    rcases h with rfl | rfl | rfl | rfl
    · exact key (1, 0, 0) (by rw [mass_trim]; norm_num)
    · exact key (1, 1, 0) (by rw [mass_trim]; norm_num)
    · exact key (0, 0, 0) (by rw [mass_trim]; norm_num)
    · exact key (1, 1, 1) (by rw [mass_trim]; norm_num)
```

## The window $1<|M|<3$

The masses at the invariant momenta are $M-3$ and $M+3$, once each, and $M-1$ and $M+1$, three times each. Their product is
$$(M-3)(M-1)^3(M+1)^3(M+3)=(M^2-1)^3(M^2-9).$$
For $|M|\le1$ both factors are non-positive, and for $|M|\ge3$ both are non-negative, so the product is non-negative. In between it is negative. The proof follows these cases with $a=|M|$.

```lean
/-- The product of the masses over the eight invariant momenta is negative exactly
when `1 < |M| < 3`. -/
theorem mass_product_neg_iff (M : ℝ) :
    ∏ n, mass M (trim n) < 0 ↔ 1 < |M| ∧ |M| < 3 := by
  have hp : ∏ n, mass M (trim n) = (M ^ 2 - 1) ^ 3 * (M ^ 2 - 9) := by
    simp only [mass_trim, Fintype.prod_prod_type, Fin.prod_univ_two, Fin.val_zero,
      Fin.val_one, Nat.cast_zero, Nat.cast_one]
    ring
  rw [hp, ← sq_abs M]
  have ha := abs_nonneg M
  generalize |M| = a at ha ⊢
  constructor
  · intro h
    constructor
    · by_contra hn
      have h1 : 0 ≤ (1 - a ^ 2) ^ 3 * (9 - a ^ 2) :=
        mul_nonneg (pow_nonneg (by nlinarith) 3) (by nlinarith)
      nlinarith [h, h1]
    · by_contra hn
      have h1 : 0 ≤ (a ^ 2 - 1) ^ 3 * (a ^ 2 - 9) :=
        mul_nonneg (pow_nonneg (by nlinarith) 3) (by nlinarith)
      linarith
  · rintro ⟨h1, h3⟩
    exact mul_neg_of_pos_of_neg (pow_pos (by nlinarith) 3) (by nlinarith)
```

The sign of a product is the product of the signs, and the eight minus signs in $\delta_n=-\operatorname{sgn}m$ cancel. The strong sign is therefore $-1$ in the same window. At $M=\pm1,\pm3$ the product is $0$, and the gapless system has no index.

By the Fu–Kane criterion, parities at eight momenta suffice to evaluate the strong index of this non-interacting four-band model, as in parity analyses of inversion-symmetric band structures.

```lean
/-- The product of the occupied parities over the eight invariant momenta is `-1`
exactly when `1 < |M| < 3`. -/
theorem strong_index_iff (M : ℝ) :
    ∏ n, occupiedParity M n = -1 ↔ 1 < |M| ∧ |M| < 3 := by
  have h1 : ∏ n, occupiedParity M n = SignType.sign (∏ n, -mass M (trim n)) :=
    (map_prod (signHom (α := ℝ)) _ _).symm
  -- eight minus signs cancel
  have h2 : ∏ n, -mass M (trim n) = ∏ n, mass M (trim n) := by
    simp only [Fintype.prod_prod_type, Fin.prod_univ_two]
    ring
  rw [h1, h2, sign_eq_neg_one_iff, mass_product_neg_iff]
```

## The condition $|M|<1$

Here $M-3$ and $M-1$ are negative while $M+1$ and $M+3$ are positive. The mass is negative exactly when at most one $n_i$ is $1$, which happens at $1+3=4$ momenta. These four are inverted relative to $M>3$, where all masses are positive. The four signs $\delta_n=+1$ and four $\delta_n=-1$ multiply to $+1$, so the strong index is trivial.

On a face $k_i=\pi$ one component is already $\pi$. One of its four points has $\delta_n=+1$ and three have $\delta_n=-1$, so the product is $-1$: all three weak indices are non-trivial.

The proof uses the bound on $M$ in `hneg` and `hpos` to replace mass signs by a condition on $n$, and `decide` evaluates the finite count and products. Without the bound, $M=2$ is a counter-example to every part: one mass is negative, the strong product is $-1$ and the face products are $+1$.

```lean
/-- For `|M| < 1` exactly four invariant momenta have negative mass and the product of all
eight occupied parities is `+1`, while the product over each face `k_i = π` is `-1`. -/
theorem weak_phase (M : ℝ) (h : |M| < 1) :
    (Finset.univ.filter fun n => mass M (trim n) < 0).card = 4 ∧
    ∏ n, occupiedParity M n = 1 ∧
    ∏ p : Fin 2 × Fin 2, occupiedParity M (1, p.1, p.2) = -1 ∧
    ∏ p : Fin 2 × Fin 2, occupiedParity M (p.1, 1, p.2) = -1 ∧
    ∏ p : Fin 2 × Fin 2, occupiedParity M (p.1, p.2, 1) = -1 := by
  obtain ⟨hl, hr⟩ := abs_lt.mp h
  -- the mass is negative when at most one component equals π, and positive otherwise
  have hneg : ∀ n : Fin 2 × Fin 2 × Fin 2,
      (n.1 : ℕ) + (n.2.1 : ℕ) + (n.2.2 : ℕ) ≤ 1 → mass M (trim n) < 0 := by
    intro n hn
    have hc : ((n.1 : ℕ) : ℝ) + ((n.2.1 : ℕ) : ℝ) + ((n.2.2 : ℕ) : ℝ) ≤ 1 := by
      exact_mod_cast hn
    rw [mass_trim]
    linarith
  have hpos : ∀ n : Fin 2 × Fin 2 × Fin 2,
      ¬ (n.1 : ℕ) + (n.2.1 : ℕ) + (n.2.2 : ℕ) ≤ 1 → 0 < mass M (trim n) := by
    intro n hn
    have hn' : 2 ≤ (n.1 : ℕ) + (n.2.1 : ℕ) + (n.2.2 : ℕ) := by omega
    have hc : (2 : ℝ) ≤ ((n.1 : ℕ) : ℝ) + ((n.2.1 : ℕ) : ℝ) + ((n.2.2 : ℕ) : ℝ) := by
      exact_mod_cast hn'
    rw [mass_trim]
    linarith
  have key : ∀ n : Fin 2 × Fin 2 × Fin 2, mass M (trim n) < 0 ↔
      (n.1 : ℕ) + (n.2.1 : ℕ) + (n.2.2 : ℕ) ≤ 1 := fun n =>
    ⟨fun hm => by_contra fun hn => lt_asymm hm (hpos n hn), hneg n⟩
  have hδ : ∀ n : Fin 2 × Fin 2 × Fin 2, occupiedParity M n =
      if (n.1 : ℕ) + (n.2.1 : ℕ) + (n.2.2 : ℕ) ≤ 1 then 1 else -1 := by
    intro n
    split_ifs with hn
    · exact sign_eq_one_iff.mpr (neg_pos.mpr (hneg n hn))
    · exact sign_eq_neg_one_iff.mpr (neg_lt_zero.mpr (hpos n hn))
  refine ⟨?_, ?_⟩
  · rw [Finset.filter_congr (fun n _ => key n)]
    decide
  · simp only [hδ]
    decide

end

end CubicDiracInsulator
```

```lean
#print axioms CubicDiracInsulator.parity_of_occupied
-- 'CubicDiracInsulator.parity_of_occupied' depends on axioms: [propext, Classical.choice, Quot.sound]
#print axioms CubicDiracInsulator.gap_closes_iff
-- 'CubicDiracInsulator.gap_closes_iff' depends on axioms: [propext, Classical.choice, Quot.sound]
#print axioms CubicDiracInsulator.strong_index_iff
-- 'CubicDiracInsulator.strong_index_iff' depends on axioms: [propext, Classical.choice, Quot.sound]
#print axioms CubicDiracInsulator.weak_phase
-- 'CubicDiracInsulator.weak_phase' depends on axioms: [propext, Classical.choice, Quot.sound]
```
